# A differentiable band state preserved by space-time inversion at every k has zero Berry curvature

When an anomalous Hall conductivity is computed from non-interacting bands, the Berry curvature of an isolated, nondegenerate band can be set to zero without evaluation if the crystal has space-time inversion symmetry. The result behind this step concerns a normalised, differentiable state \(u(k)\) that one fixed antilinear map \(\Theta\), which turns overlaps into their complex conjugates, sends to a multiple of itself, \(\Theta u(k)=c(k)u(k)\), at every \(k\).

Write \(\partial_v u\) for the derivative in direction \(v\), and \(a_v=\langle u,\partial_v u\rangle\). Inner products are conjugate-linear in the first slot. The curvature is \(-2\,\mathrm{Im}\langle\partial_v u,\partial_w u\rangle\).

## Θ conjugates overlaps

For spinless electrons, space-time inversion takes the cell-periodic function \(u(r)\) to \(\overline{u(-r)}\). It leaves \(k\) in place and satisfies \(\langle\Theta x,\Theta y\rangle=\overline{\langle x,y\rangle}\).

In Lean, `H →ₗ⋆[ℂ] H` is the type of antilinear maps and `ConjugatesInner` is the overlap condition. The states live in any complex inner product space `H`, and the parameters in any real normed space `E`, so \(\mathbb C^n\) and \(\mathbb R^2\) are included.

```lean
import Mathlib

open ComplexConjugate

namespace SpaceTimeInversion

noncomputable section

variable {E H : Type*} [NormedAddCommGroup E] [NormedSpace ℝ E]
  [NormedAddCommGroup H] [InnerProductSpace ℂ H]

/-- The antilinear map `Θ` turns every overlap into its complex conjugate. -/
def ConjugatesInner (Θ : H →ₗ⋆[ℂ] H) : Prop :=
  ∀ x y, inner ℂ (Θ x) (Θ y) = conj (inner ℂ x y)

/-- Berry curvature in the directions `v`, `w` of a normalised family with derivative `D`. -/
def berryCurvature (D : E →L[ℝ] H) (v w : E) : ℝ :=
  -2 * (inner ℂ (D v) (D w)).im

/-- The vector `χ` with its component along the normalised state `ψ` removed. -/
def orthogonalPart (ψ χ : H) : H := χ - inner ℂ ψ χ • ψ
```

Setting \(x=y\) gives \(\|\Theta x\|=\|x\|\). Since \(\Theta\) is also linear over the reals, it is a bounded real-linear map, and therefore \(\partial_v(\Theta u)=\Theta\,\partial_v u\). `exists_real_clm` supplies this map, so that the chain rule applies.

```lean
/-- An antilinear map that conjugates overlaps is a continuous real-linear map. -/
theorem exists_real_clm {Θ : H →ₗ⋆[ℂ] H} (hΘ : ConjugatesInner Θ) :
    ∃ L : H →L[ℝ] H, ∀ x, L x = Θ x := by
  refine ⟨LinearMap.mkContinuous
    { toFun := fun x => Θ x
      map_add' := fun x y => map_add Θ x y
      map_smul' := fun r x => ?_ } 1 (fun x => ?_), fun _ => rfl⟩
  · change Θ (r • x) = r • Θ x
    rw [← Complex.coe_smul r x, map_smulₛₗ, Complex.conj_ofReal, Complex.coe_smul]
  · change ‖Θ x‖ ≤ 1 * ‖x‖
    have e : ‖Θ x‖ ^ 2 = ‖x‖ ^ 2 := by
      rw [norm_sq_eq_re_inner (𝕜 := ℂ) (Θ x), norm_sq_eq_re_inner (𝕜 := ℂ) x, hΘ,
        RCLike.conj_re]
    nlinarith [norm_nonneg (Θ x), norm_nonneg x]
```

Antilinearity alone is too weak: \(\Theta=0\) with \(c=0\) satisfies \(\Theta u=cu\) for every family, whatever its curvature. The map is also the same at all \(k\): in \(\mathbb C^n\) every unit vector is preserved by some antilinear map that conjugates overlaps, so a map chosen separately at each \(k\) would not constrain the curvature. In tight-binding conventions where it depends on \(k\), the theorem doesn't apply directly.

## The state has unit norm

From \(\langle u,u\rangle=1\) and the overlap condition,
\[
|c|^2=\langle\Theta u,\Theta u\rangle=1,\qquad \Theta^2u=\Theta(cu)=\bar c\,\Theta u=\bar c c\,u=u .
\]
So \(c\) is a phase, and Kramers pairs, for which \(\Theta^2=-1\), are not covered.

```lean
/-- If an antilinear map `Θ` that conjugates overlaps sends a normalised state to a multiple `c` of
itself, then `c` is a phase and applying `Θ` twice returns the state. -/
theorem phase_and_square {Θ : H →ₗ⋆[ℂ] H} (hΘ : ConjugatesInner Θ) {x : H} {c : ℂ}
    (hx : inner ℂ x x = 1) (h : Θ x = c • x) : conj c * c = 1 ∧ Θ (Θ x) = x := by
  have hp : conj c * c = 1 := by
    have h1 := hΘ x x
    rw [h, inner_smul_left, inner_smul_right, hx, mul_one, map_one] at h1
    exact h1
  exact ⟨hp, by rw [h, map_smulₛₗ, h, smul_smul, hp, one_smul]⟩
```

Differentiating the norm gives \(\langle\partial_v u,u\rangle+a_v=0\), that is, \(\bar a_v=-a_v\). The Lean proof differentiates \(\langle u,u\rangle\) once by the product rule and once as a constant, then equates the results by uniqueness of the derivative.

```lean
/-- For a normalised family of states the overlap of the state with its derivative is
purely imaginary. -/
theorem connection_imaginary {u : E → H} {D : E →L[ℝ] H} {k : E}
    (hn : ∀ p, inner ℂ (u p) (u p) = 1) (hu : HasFDerivAt u D k) (v : E) :
    conj (inner ℂ (u k) (D v)) = -inner ℂ (u k) (D v) := by
  have h0 : HasFDerivAt (fun p => inner ℂ (u p) (u p)) (0 : E →L[ℝ] ℂ) k := by
    simp only [hn]
    exact hasFDerivAt_const _ _
  have e : inner ℂ (u k) (D v) + inner ℂ (D v) (u k) = 0 :=
    DFunLike.congr_fun ((hu.inner ℂ hu).unique h0) v
  rw [inner_conj_symm]
  linear_combination e
```

The smallest state space, \(\mathbb C^1\), shows what normalisation does. A differentiable unit state there has \(\partial_v u=a_v u\) with \(a_v\) imaginary, so \(\langle\partial_v u,\partial_w u\rangle=\bar a_v a_w\) is real and the curvature vanishes. The unnormalised \(u=e^{x+iy}\) is also preserved by complex conjugation up to a factor, yet \(\mathrm{Im}\langle\partial_x u,\partial_y u\rangle=e^{2x}\).

## The state is differentiable

`HasFDerivAt u D k` says that `D` is the derivative of `u` at `k`, with `D v` standing for \(\partial_v u\). For an isolated, nondegenerate band of a smooth Bloch Hamiltonian, this means that the phases of the eigenvectors have been chosen smoothly enough near \(k\); without this, \(\partial_v u\) has no meaning. Nothing is assumed about the regularity of \(c\), because \(c=\langle u,\Theta u\rangle\) inherits differentiability from \(u\):
\[
\partial_v c=\langle\partial_v u,\Theta u\rangle+\langle u,\Theta\partial_v u\rangle .
\]
The first term is \(c\langle\partial_v u,u\rangle=-c\,a_v\). For the second, the overlap condition gives
\[
\bar c\,\langle u,\Theta\partial_v u\rangle=\langle\Theta u,\Theta\partial_v u\rangle=\bar a_v=-a_v ,
\]
and multiplication by \(c\) turns this into \(\langle u,\Theta\partial_v u\rangle=-c\,a_v\). Hence \(\partial_v c=-2a_v c\). In the proof, `h2` and `h1` carry these two terms, and `linear_combination` adds them.

```lean
/-- The symmetry phase is differentiable where the state is, and its derivative is `-2` times the
phase times the overlap of the state with its own derivative. -/
theorem symmetry_phase_deriv {Θ : H →ₗ⋆[ℂ] H} (hΘ : ConjugatesInner Θ)
    {u : E → H} {c : E → ℂ} {D : E →L[ℝ] H} {k : E}
    (hn : ∀ p, inner ℂ (u p) (u p) = 1) (hc : ∀ p, Θ (u p) = c p • u p)
    (hu : HasFDerivAt u D k) :
    ∃ c' : E →L[ℝ] ℂ, HasFDerivAt c c' k ∧
      ∀ v, c' v = -2 * inner ℂ (u k) (D v) * c k := by
  obtain ⟨L, hL⟩ := exists_real_clm hΘ
  have hLu : HasFDerivAt (fun p => L (u p)) (L.comp D) k := L.hasFDerivAt.comp k hu
  -- the phase is the overlap of the state with its image
  have hcf : ∀ p, c p = inner ℂ (u p) (L (u p)) := fun p => by
    rw [hL, hc, inner_smul_right, hn, mul_one]
  refine ⟨_, (hu.inner ℂ hLu).congr_of_eventuallyEq (Filter.Eventually.of_forall hcf),
    fun v => ?_⟩
  change inner ℂ (u k) (L (D v)) + inner ℂ (D v) (L (u k)) = _
  rw [hL, hL, hc k, inner_smul_right]
  have ha := connection_imaginary hn hu v
  have h1 := hΘ (u k) (D v)
  rw [hc k, inner_smul_left, ha] at h1
  have h2 : inner ℂ (D v) (u k) = -inner ℂ (u k) (D v) := by rw [← inner_conj_symm, ha]
  have hp := (phase_and_square hΘ (hn k) (hc k)).1
  linear_combination c k * h1 - inner ℂ (u k) (Θ (D v)) * hp + c k * h2
```

The state could also have been modelled by its projector \(P(k)\), with \(\Theta P=P\Theta\). The phase \(c\) would then disappear and differentiability would be required of \(P\), not of a chosen gauge, and the curvature could be written as a trace containing \(P\) and its derivatives.

## The symmetry holds at every k

For a nondegenerate band, \(\Theta u=cu\) follows if \(\Theta\) commutes with the Bloch Hamiltonian. The theorem contains no Hamiltonian and takes the relation as the hypothesis `hc`. Because it holds at all \(k\), it can be differentiated:
\[
\Theta\partial_v u=c\,\partial_v u+(\partial_v c)u=c\,\partial_v u-2a_v c\,u .
\]
Let \(q_v=\partial_v u-a_v u\) be the part of the derivative orthogonal to \(u\), called `orthogonalPart` in the code. Then
\[
\Theta q_v=\Theta\partial_v u-\bar a_v\Theta u=c\,\partial_v u-2a_v c\,u+a_v c\,u=c\,q_v .
\]

```lean
/-- The part of the derivative orthogonal to the state is mapped by `Θ` to itself times the
same phase as the state. -/
theorem orthogonalPart_symmetry {Θ : H →ₗ⋆[ℂ] H} (hΘ : ConjugatesInner Θ)
    {u : E → H} {c : E → ℂ} {D : E →L[ℝ] H} {k : E}
    (hn : ∀ p, inner ℂ (u p) (u p) = 1) (hc : ∀ p, Θ (u p) = c p • u p)
    (hu : HasFDerivAt u D k) (v : E) :
    Θ (orthogonalPart (u k) (D v)) = c k • orthogonalPart (u k) (D v) := by
  obtain ⟨L, hL⟩ := exists_real_clm hΘ
  obtain ⟨c', hc', hv⟩ := symmetry_phase_deriv hΘ hn hc hu
  have hLu : HasFDerivAt (fun p => L (u p)) (L.comp D) k := L.hasFDerivAt.comp k hu
  -- differentiate the symmetry relation on both sides
  have hT : Θ (D v) = c k • D v + c' v • u k := by
    have e := DFunLike.congr_fun (hLu.unique ((hc'.smul hu).congr_of_eventuallyEq
      (Filter.Eventually.of_forall fun p => by
        change L (u p) = c p • u p
        rw [hL, hc]))) v
    rw [← hL]
    exact e
  unfold orthogonalPart
  rw [map_sub, map_smulₛₗ, connection_imaginary hn hu v, hc k, hT, hv]
  module
```

Since \(|c|=1\), the overlap condition now gives
\[
\overline{\langle q_v,q_w\rangle}=\langle\Theta q_v,\Theta q_w\rangle=\langle q_v,q_w\rangle ,
\]
so this overlap is real. Expanding it with \(\bar a_v=-a_v\) and \(\langle\partial_v u,u\rangle=-a_v\),
\[
\langle q_v,q_w\rangle=\langle\partial_v u,\partial_w u\rangle+a_v a_w .
\]
The product of two imaginary numbers is real, so \(\mathrm{Im}\langle\partial_v u,\partial_w u\rangle=0\).

The theorem `berryCurvature_eq_zero` states this for all directions `v` and `w` at any point `k` where `u` has a derivative; `hn` and `hc` are assumed at all parameters. In its proof, `hreal` is the reality of \(\langle q_v,q_w\rangle\), `hQ` the expansion, and `hre` the vanishing real part of \(a_v\).

```lean
/-- If every state of a normalised family is preserved up to a factor by one antilinear map that
conjugates overlaps, the Berry curvature vanishes wherever the family is differentiable. -/
theorem berryCurvature_eq_zero {Θ : H →ₗ⋆[ℂ] H} (hΘ : ConjugatesInner Θ)
    {u : E → H} {c : E → ℂ} {D : E →L[ℝ] H} {k : E}
    (hn : ∀ p, inner ℂ (u p) (u p) = 1) (hc : ∀ p, Θ (u p) = c p • u p)
    (hu : HasFDerivAt u D k) (v w : E) : berryCurvature D v w = 0 := by
  have hp := (phase_and_square hΘ (hn k) (hc k)).1
  have ha := connection_imaginary hn hu
  -- overlaps of the orthogonal parts are real
  have hP := hΘ (orthogonalPart (u k) (D v)) (orthogonalPart (u k) (D w))
  rw [orthogonalPart_symmetry hΘ hn hc hu, orthogonalPart_symmetry hΘ hn hc hu,
    inner_smul_left, inner_smul_right] at hP
  have hreal : conj (inner ℂ (orthogonalPart (u k) (D v)) (orthogonalPart (u k) (D w)))
      = inner ℂ (orthogonalPart (u k) (D v)) (orthogonalPart (u k) (D w)) := by
    linear_combination -hP
      + inner ℂ (orthogonalPart (u k) (D v)) (orthogonalPart (u k) (D w)) * hp
  have h2 : inner ℂ (D v) (u k) = -inner ℂ (u k) (D v) := by rw [← inner_conj_symm, ha]
  -- removing the components along the state adds a product of two overlaps
  have hQ : inner ℂ (orthogonalPart (u k) (D v)) (orthogonalPart (u k) (D w))
      = inner ℂ (D v) (D w) + inner ℂ (u k) (D v) * inner ℂ (u k) (D w) := by
    simp only [orthogonalPart, inner_sub_left, inner_sub_right, inner_smul_left,
      inner_smul_right, hn, ha, h2]
    ring
  have hre : ∀ z, (inner ℂ (u k) (D z)).re = 0 := fun z => by
    have e := congrArg Complex.re (ha z)
    rw [Complex.conj_re, Complex.neg_re] at e
    linarith
  have him := Complex.conj_eq_iff_im.1 hreal
  rw [hQ, Complex.add_im, Complex.mul_im, hre, hre] at him
  unfold berryCurvature
  linarith
```

Symmetry on a line would not be enough. The state \((\cos x,e^{iy}\sin x)\) is real on \(y=0\), so complex conjugation preserves it there, but its curvature on that line is \(-\sin 2x\).

## Two-level states with and without the symmetry

The state \(e^{iy}(\cos x,\sin x)\) meets all the hypotheses, with complex conjugation as \(\Theta\) and \(c=e^{-2iy}\). `planarState_witness` verifies this, with the normalisation computed from the amplitude formula `qubit_inner`.

```lean
/-- The two-level state with amplitudes `a` and `b`. -/
def qubit (a b : ℂ) : EuclideanSpace ℂ (Fin 2) :=
  a • EuclideanSpace.single (0 : Fin 2) (1 : ℂ) + b • EuclideanSpace.single (1 : Fin 2) (1 : ℂ)

/-- Complex conjugation of the amplitudes of a two-level state. -/
def conjugation : EuclideanSpace ℂ (Fin 2) →ₗ⋆[ℂ] EuclideanSpace ℂ (Fin 2) where
  toFun x := WithLp.toLp 2 (fun i => conj (x i))
  map_add' x y := by ext i; simp
  map_smul' r x := by ext i; simp

/-- The state with amplitudes `exp(iy) cos x` and `exp(iy) sin x`. -/
def planarState (p : ℝ × ℝ) : EuclideanSpace ℂ (Fin 2) :=
  qubit ((Real.cos p.1 : ℝ) * Complex.exp (p.2 * Complex.I))
    ((Real.sin p.1 : ℝ) * Complex.exp (p.2 * Complex.I))

/-- The Bloch-sphere state with amplitudes `cos x` and `exp(iy) sin x`. -/
def blochState (p : ℝ × ℝ) : EuclideanSpace ℂ (Fin 2) :=
  qubit (Real.cos p.1 : ℝ) ((Real.sin p.1 : ℝ) * Complex.exp (p.2 * Complex.I))

/-- The overlap of two two-level states in terms of their amplitudes. -/
theorem qubit_inner (a b c d : ℂ) :
    inner ℂ (qubit a b) (qubit c d) = conj a * c + conj b * d := by
  simp [qubit, EuclideanSpace.inner_single_left]
  ring

/-- Complex conjugation conjugates overlaps, and the planar state is normalised, differentiable
and preserved by it up to the phase `exp(-2iy)`. -/
theorem planarState_witness : ConjugatesInner conjugation ∧ Differentiable ℝ planarState ∧
    ∀ p, inner ℂ (planarState p) (planarState p) = 1 ∧
      conjugation (planarState p) = Complex.exp (-2 * p.2 * Complex.I) • planarState p := by
  refine ⟨fun x y => ?_, ?_, fun p => ⟨?_, ?_⟩⟩
  · simp [conjugation, PiLp.inner_apply]
  · have hr : Differentiable ℝ (fun r : ℝ => (r : ℂ)) := Complex.ofRealCLM.differentiable
    have he : Differentiable ℝ (fun p : ℝ × ℝ => Complex.exp (p.2 * Complex.I)) :=
      ((hr.comp differentiable_snd).mul_const Complex.I).cexp
    have h1 : Differentiable ℝ (fun p : ℝ × ℝ => ((Real.cos p.1 : ℝ) : ℂ)) :=
      hr.comp (Real.differentiable_cos.comp differentiable_fst)
    have h2 : Differentiable ℝ (fun p : ℝ × ℝ => ((Real.sin p.1 : ℝ) : ℂ)) :=
      hr.comp (Real.differentiable_sin.comp differentiable_fst)
    exact ((h1.mul he).smul_const _).add ((h2.mul he).smul_const _)
  · have he : conj (Complex.exp (p.2 * Complex.I)) * Complex.exp (p.2 * Complex.I) = 1 := by
      rw [← Complex.exp_conj, ← Complex.exp_add]
      simp
    have ht : ((Real.cos p.1 : ℝ) : ℂ) ^ 2 + ((Real.sin p.1 : ℝ) : ℂ) ^ 2 = 1 := by
      exact_mod_cast Real.cos_sq_add_sin_sq p.1
    simp only [planarState, qubit_inner, map_mul, Complex.conj_ofReal]
    linear_combination (((Real.cos p.1 : ℝ) : ℂ) ^ 2 + ((Real.sin p.1 : ℝ) : ℂ) ^ 2) * he + ht
  · have he : conj (Complex.exp (p.2 * Complex.I))
        = Complex.exp (-2 * p.2 * Complex.I) * Complex.exp (p.2 * Complex.I) := by
      rw [← Complex.exp_conj, ← Complex.exp_add, map_mul, Complex.conj_ofReal, Complex.conj_I]
      congr 1
      ring
    have hq : ∀ a b, conjugation (qubit a b) = qubit (conj a) (conj b) := fun a b => by
      ext i
      fin_cases i <;> simp [conjugation, qubit]
    rw [planarState, hq, map_mul, map_mul, Complex.conj_ofReal, Complex.conj_ofReal, he]
    unfold qubit
    module
```

For the Bloch-sphere state \((\cos x,e^{iy}\sin x)\), the derivatives are \(\partial_x u=(-\sin x,e^{iy}\cos x)\) and \(\partial_y u=(0,ie^{iy}\sin x)\). Their overlap is \(i\sin x\cos x\), which gives the curvature \(-\sin 2x\). The Lean proof obtains the same two vectors by the chain and product rules.

```lean
/-- The Bloch-sphere state is differentiable and has Berry curvature `-sin 2x`. -/
theorem blochState_curvature (k : ℝ × ℝ) : ∃ D : ℝ × ℝ →L[ℝ] EuclideanSpace ℂ (Fin 2),
    HasFDerivAt blochState D k ∧ berryCurvature D (1, 0) (0, 1) = -Real.sin (2 * k.1) := by
  have chain : ∀ (g : ℝ → ℂ) (g' : ℂ) (l : ℝ × ℝ →L[ℝ] ℝ), HasDerivAt g g' (l k) →
      HasFDerivAt (fun p => g (l p)) (l.smulRight g') k := fun g g' l h =>
    (h.hasFDerivAt.comp k l.hasFDerivAt).congr_fderiv
      (ContinuousLinearMap.ext fun v => by simp)
  have hx := chain _ _ (ContinuousLinearMap.fst ℝ ℝ ℝ) (Real.hasDerivAt_cos k.1).ofReal_comp
  have hs := chain _ _ (ContinuousLinearMap.fst ℝ ℝ ℝ) (Real.hasDerivAt_sin k.1).ofReal_comp
  have hexp : HasDerivAt (fun y : ℝ => Complex.exp (y * Complex.I))
      (Complex.exp (k.2 * Complex.I) * Complex.I) k.2 := by
    simpa using ((hasDerivAt_id k.2).ofReal_comp.mul_const Complex.I).cexp
  have hy := chain _ _ (ContinuousLinearMap.snd ℝ ℝ ℝ) hexp
  -- the two partial derivatives of the state
  obtain ⟨D, hD, h10, h01⟩ : ∃ D : ℝ × ℝ →L[ℝ] EuclideanSpace ℂ (Fin 2),
      HasFDerivAt blochState D k ∧
      D (1, 0) = qubit ((-Real.sin k.1 : ℝ) : ℂ)
        (Complex.exp (k.2 * Complex.I) * (Real.cos k.1 : ℝ)) ∧
      D (0, 1) = qubit 0 ((Real.sin k.1 : ℝ) * (Complex.exp (k.2 * Complex.I) * Complex.I)) :=
    ⟨_, (hx.smul_const _).add ((hs.mul hy).smul_const _), by simp [qubit], by simp [qubit]⟩
  refine ⟨D, hD, ?_⟩
  have he : conj (Complex.exp (k.2 * Complex.I)) * Complex.exp (k.2 * Complex.I) = 1 := by
    rw [← Complex.exp_conj, ← Complex.exp_add]
    simp
  have hi : inner ℂ (D (1, 0)) (D (0, 1))
      = ((Real.cos k.1 * Real.sin k.1 : ℝ) : ℂ) * Complex.I := by
    rw [h10, h01, qubit_inner]
    simp only [map_mul, Complex.conj_ofReal, Complex.ofReal_mul]
    linear_combination ((Real.cos k.1 : ℝ) : ℂ) * ((Real.sin k.1 : ℝ) : ℂ) * Complex.I * he
  rw [berryCurvature, hi, Complex.im_ofReal_mul, Complex.I_im, Real.sin_two_mul]
  ring
```

At \(x=\pi/4\) this curvature is \(-1\). If a fixed \(\Theta\) that conjugates overlaps preserved the state at every parameter, the main theorem would make it zero. `blochState_no_symmetry` draws the contradiction.

```lean
/-- No antilinear map that conjugates overlaps preserves the Bloch-sphere state up to a factor
at all parameters. -/
theorem blochState_no_symmetry : ¬ ∃ (Θ : EuclideanSpace ℂ (Fin 2) →ₗ⋆[ℂ]
    EuclideanSpace ℂ (Fin 2)) (c : ℝ × ℝ → ℂ),
    ConjugatesInner Θ ∧ ∀ p, Θ (blochState p) = c p • blochState p := by
  rintro ⟨Θ, c, hΘ, hc⟩
  have hn : ∀ p, inner ℂ (blochState p) (blochState p) = 1 := fun p => by
    have he : conj (Complex.exp (p.2 * Complex.I)) * Complex.exp (p.2 * Complex.I) = 1 := by
      rw [← Complex.exp_conj, ← Complex.exp_add]
      simp
    have ht : ((Real.cos p.1 : ℝ) : ℂ) ^ 2 + ((Real.sin p.1 : ℝ) : ℂ) ^ 2 = 1 := by
      exact_mod_cast Real.cos_sq_add_sin_sq p.1
    simp only [blochState, qubit_inner, map_mul, Complex.conj_ofReal]
    linear_combination ((Real.sin p.1 : ℝ) : ℂ) ^ 2 * he + ht
  -- at x = π/4 the curvature is -1, not 0
  obtain ⟨D, hD, hcurv⟩ := blochState_curvature (Real.pi / 4, 0)
  rw [berryCurvature_eq_zero hΘ hn hc hD] at hcurv
  have h2 : 2 * (Real.pi / 4) = Real.pi / 2 := by ring
  simp only [h2, Real.sin_pi_div_two] at hcurv
  norm_num at hcurv

end

end SpaceTimeInversion
```

```lean
#print axioms SpaceTimeInversion.berryCurvature_eq_zero
#print axioms SpaceTimeInversion.blochState_no_symmetry
```

```
'SpaceTimeInversion.berryCurvature_eq_zero' depends on axioms: [propext, Classical.choice, Quot.sound]
'SpaceTimeInversion.blochState_no_symmetry' depends on axioms: [propext, Classical.choice, Quot.sound]
```
